# Symmetry of the first-order response in SP2 purification with a fixed branch sequence

Let \(X\) be a real or complex square matrix, purified by a fixed finite list of SP2 steps, each of which is \(X \mapsto X^2\) or \(X \mapsto 2X - X^2\). Let \(L(V)\) be the first-order response of the purified matrix to a displacement \(V\) of the initial one. Then, for all square matrices \(A\) and \(V\) of the same size,

\[
\operatorname{tr}\bigl(A\,L(V)\bigr) = \operatorname{tr}\bigl(V\,L(A)\bigr).
\]

Perturbing with \(V\) and measuring \(A\) gives the same number as perturbing with \(A\) and measuring \(V\). None of the matrices has to be symmetric or Hermitian, and \(X\) need not be close to idempotent.

In density-matrix perturbation theory for a non-self-consistent one-particle Hamiltonian with matrix \(H\) in a fixed orthonormal basis, the initial matrix is the rescaled Hamiltonian \(X = (\varepsilon_{\max} - H)/(\varepsilon_{\max} - \varepsilon_{\min})\), where \(\varepsilon_{\min} < \varepsilon_{\max}\) are bounds on the spectrum of \(H\). With these bounds held fixed, a first-order change \(H'\) of the Hamiltonian displaces \(X\) by \(V = -H'/(\varepsilon_{\max} - \varepsilon_{\min})\). One propagated response \(L(A)\) then gives the first-order change of \(\operatorname{tr}(AP)\), with \(P\) the purified matrix and \(A\) fixed, for every such \(V\), as long as the branch list stays fixed.

## Derivation from commuting anticommutators

Write \(X_1 = X\) for the initial matrix and \(X_{k+1}\) for the result of applying step \(k\) to \(X_k\), with \(k = 1, \dots, m\). The purified matrix is \(P = X_{m+1}\). Linearising step \(k\) at \(X_k\) gives a linear map \(T_k\) on perturbations,

\[
T_k(Y) = X_kY + YX_k \qquad\text{or}\qquad T_k(Y) = 2Y - X_kY - YX_k ,
\]

according to the branch. The response is the composition \(L = T_m \cdots T_2T_1\), which is the identity map if the list is empty.

**Each map moves across the trace.** For the squaring branch, cyclicity of the trace gives

\[
\operatorname{tr}\bigl(A(X_kV + VX_k)\bigr)
= \operatorname{tr}(AX_kV) + \operatorname{tr}(X_kAV)
= \operatorname{tr}\bigl((X_kA + AX_k)V\bigr).
\]

For the other branch, subtract this from \(2\operatorname{tr}(AV)\). In both cases \(\operatorname{tr}(A\,T_k(V)) = \operatorname{tr}(T_k(A)\,V)\).

**The maps commute with each other.** Every \(X_k\) is a polynomial in \(X\), so \(X_jX_k = X_kX_j\). Expanding two nested anticommutators gives

\[
\begin{aligned}
X_j(X_kY + YX_k) + (X_kY + YX_k)X_j &= X_jX_kY + X_jYX_k + X_kYX_j + YX_kX_j,\\
X_k(X_jY + YX_j) + (X_jY + YX_j)X_k &= X_kX_jY + X_kYX_j + X_jYX_k + YX_jX_k .
\end{aligned}
\]

The middle terms agree after reordering, and the outer ones agree because \(X_j\) and \(X_k\) commute. The second branch is twice the identity map minus an anticommutator, so it commutes with the others too. Hence \(T_jT_k = T_kT_j\).

**The two facts combine.** Moving the maps across the trace one at a time, outermost first, reverses their order, and commutation restores it:

\[
\operatorname{tr}(A\,T_m\cdots T_1V)
= \operatorname{tr}\bigl((T_1\cdots T_mA)\,V\bigr)
= \operatorname{tr}\bigl((T_m\cdots T_1A)\,V\bigr)
= \operatorname{tr}\bigl(V\,L(A)\bigr).
\]

## Steps, trajectory and response in Lean

The matrices have a finite index type `n` and entries in `𝕜`, which is \(\mathbb{R}\) or \(\mathbb{C}\).

```lean
import Mathlib

open Matrix

namespace SP2Response

variable {n 𝕜 : Type*} [Fintype n] [DecidableEq n] [RCLike 𝕜]
```

The branch is recorded as data. The list is therefore given in advance, whereas a running SP2 calculation usually chooses each branch from the current trace.

```lean
/-- The two branches of SP2 purification. -/
inductive Step where
  | square
  | reflect
```

`Step.update` acts on the density matrix, and `Step.tangent` is the map \(T_k\), with the current iterate as its argument `X` and the perturbation as `Y`.

```lean
/-- One SP2 step on the density matrix: `X ↦ X²` or `X ↦ 2X - X²`. -/
def Step.update (s : Step) (X : Matrix n n 𝕜) : Matrix n n 𝕜 :=
  match s with
  | .square => X * X
  | .reflect => 2 • X - X * X

/-- One step on the first-order response `Y` at the density matrix `X`:
`Y ↦ XY + YX` or `Y ↦ 2Y - XY - YX`. -/
def Step.tangent (s : Step) (X Y : Matrix n n 𝕜) : Matrix n n 𝕜 :=
  match s with
  | .square => X * Y + Y * X
  | .reflect => 2 • Y - X * Y - Y * X
```

Both recursions below apply the head of the list first. In `response` the density matrix and its perturbation advance together, so each tangent map is evaluated at the iterate that belongs to it. Thus `purify l X` is \(P\), and `response l X V` is \(L(V)\).

```lean
/-- The density matrix after a fixed list of SP2 steps, the head of the list acting first. -/
def purify : List Step → Matrix n n 𝕜 → Matrix n n 𝕜
  | [], X => X
  | s :: l, X => purify l (s.update X)

/-- The first-order response to a perturbation `Y` of the initial matrix `X`, propagated
together with the density matrix through a fixed list of SP2 steps. -/
def response : List Step → Matrix n n 𝕜 → Matrix n n 𝕜 → Matrix n n 𝕜
  | [], _, Y => Y
  | s :: l, X, Y => response l (s.update X) (s.tangent X Y)
```

The definitions describe exact arithmetic on full matrices. If small elements are discarded between steps, as in linear-scaling codes, the iterates need no longer commute, and the symmetry can then be expected only approximately.

## Commutation along the trajectory

The hand derivation used the fact that all iterates are polynomials in \(X\). The Lean proof needs only a one-step version: whatever commutes with `X` also commutes with the updated matrix.

```lean
/-- An SP2 step preserves commutation with any fixed matrix. -/
theorem update_commute (s : Step) {X Z : Matrix n n 𝕜} (h : Commute X Z) :
    Commute (s.update X) Z := by
  cases s
  · exact h.mul_left h
  · simp only [Step.update, two_nsmul]
    exact (h.add_left h).sub_left (h.mul_left h)
```

The next lemma moves a tangent map across the trace. The auxiliary equation `h` is the single use of cyclicity; the products are then expanded, and `ring` compares the resulting scalar traces.

```lean
/-- Each one-step response map can be moved from one side of the trace pairing to the other. -/
theorem trace_tangent (s : Step) (X A V : Matrix n n 𝕜) :
    trace (A * s.tangent X V) = trace (s.tangent X A * V) := by
  -- cyclicity of the trace is needed for one term only
  have h : trace (A * (V * X)) = trace (X * (A * V)) := by
    rw [← mul_assoc, Matrix.trace_mul_comm]
  cases s <;>
    simp only [Step.tangent, two_nsmul, mul_add, add_mul, mul_sub, sub_mul, mul_assoc,
      Matrix.trace_add, Matrix.trace_sub, h] <;> ring
```

The expansion of the nested anticommutators becomes `tangent_comm`. The equations `h1` and `h2` exchange the commuting factors in the two outer terms, and `abel` reorders the sum. All four combinations of branches are covered.

```lean
/-- One-step response maps taken at commuting density matrices commute. -/
theorem tangent_comm (s s' : Step) {X Z : Matrix n n 𝕜} (h : Commute X Z)
    (Y : Matrix n n 𝕜) :
    s'.tangent X (s.tangent Z Y) = s.tangent Z (s'.tangent X Y) := by
  have h1 : X * (Z * Y) = Z * (X * Y) := by
    rw [← mul_assoc, h.eq, mul_assoc]
  have h2 : Y * (Z * X) = Y * (X * Z) := by rw [h.eq]
  cases s <;> cases s' <;>
    simp only [Step.tangent, two_nsmul, mul_add, add_mul, mul_sub, sub_mul, mul_assoc,
      h1, h2] <;> abel
```

By induction on the list, a tangent map at `Z` passes through an entire propagation that starts from a matrix commuting with `Z`. At each step `tangent_comm` exchanges two maps, and `update_commute` supplies the commutation needed for the rest of the list.

```lean
/-- A one-step response map at `Z` can be pulled through the whole response propagation
that starts from a matrix `X` commuting with `Z`. -/
theorem response_tangent (l : List Step) (s : Step) {X Z : Matrix n n 𝕜}
    (h : Commute X Z) (Y : Matrix n n 𝕜) :
    response l X (s.tangent Z Y) = s.tangent Z (response l X Y) := by
  induction l generalizing X Y with
  | nil => rfl
  | cons s' l ih =>
    simp only [response]
    rw [tangent_comm s s' h, ih (update_commute s' h)]
```

## The duality and the trace of a response

The main theorem is proved by induction on the list. For the empty list it reads \(\operatorname{tr}(AV) = \operatorname{tr}(VA)\). Otherwise the first tangent map, which acts innermost, is pulled to the outside by `response_tangent` and moved onto `A` by `trace_tangent`. The induction hypothesis, applied to the remaining steps with \(T_1(A)\) in place of \(A\), finishes the proof.

```lean
/-- Susceptibility duality: for a fixed list of SP2 steps, the response to `V` measured
with `A` equals the response to `A` measured with `V`. -/
theorem susceptibility_duality (l : List Step) (X A V : Matrix n n 𝕜) :
    trace (A * response l X V) = trace (V * response l X A) := by
  induction l generalizing X A V with
  | nil => exact Matrix.trace_mul_comm A V
  | cons s l ih =>
    simp only [response]
    -- pull the first step outside, move it onto `A`, then use duality for the other steps
    rw [response_tangent l s (update_commute s (Commute.refl X)) V, trace_tangent]
    exact ih (s.update X) (s.tangent X A) V
```

The pairing is \(\operatorname{tr}(AB)\) without complex conjugation, also for complex matrices.

Setting \(A = 1\) gives \(\operatorname{tr} L(V) = \operatorname{tr}(V\,L(1))\). A single propagation of the identity therefore determines the first-order change of the trace, and so of the particle number it represents, for every \(V\).

```lean
/-- The trace of the response to any `V` is obtained from the propagated identity matrix. -/
theorem trace_response (l : List Step) (X V : Matrix n n 𝕜) :
    trace (response l X V) = trace (V * response l X 1) := by
  have h := susceptibility_duality l X 1 V
  rwa [one_mul] at h
```

## The propagated response as a derivative

So far \(L\) has been defined by its recursion. The next theorem shows that it is the derivative of the purified matrix: if the entries of the initial matrix depend on a real parameter and have derivatives `Y i j` at `t`, then the entries of the purified matrix have the derivatives given by `response`. The induction applies the product rule to each entry \(\sum_k X_{ik}X_{kj}\) of the square and passes the updated path to the remaining steps.

```lean
omit [DecidableEq n] in
/-- If the initial matrix moves along a differentiable path with velocity `Y`, the purified
matrix moves, entry by entry, with velocity given by the propagated response. -/
theorem hasDerivAt_purify (l : List Step) (X : ℝ → Matrix n n 𝕜) (Y : Matrix n n 𝕜) (t : ℝ)
    (h : ∀ i j, HasDerivAt (fun u => X u i j) (Y i j) t) :
    ∀ i j, HasDerivAt (fun u => purify l (X u) i j) (response l (X t) Y i j) t := by
  induction l generalizing X Y with
  | nil => exact h
  | cons s l ih =>
    -- product rule for the matrix square
    have hsq : ∀ i j, HasDerivAt (fun u => (X u * X u) i j)
        ((X t * Y + Y * X t) i j) t := by
      intro i j
      simp only [Matrix.add_apply, Matrix.mul_apply, ← Finset.sum_add_distrib]
      refine HasDerivAt.fun_sum fun k _ => ?_
      exact ((h i k).fun_mul (h k j)).congr_deriv (add_comm _ _)
    refine ih (fun u => s.update (X u)) (s.tangent (X t) Y) ?_
    intro i j
    cases s
    · exact hsq i j
    · simp only [Step.update, Step.tangent, two_nsmul, Matrix.sub_apply, Matrix.add_apply]
      exact (((h i j).fun_add (h i j)).fun_sub (hsq i j)).congr_deriv
        (by simp only [Matrix.add_apply]; ring)
```

For the straight path \(X + tV\), multiplying by the constant matrix \(A\) and summing the diagonal entries gives the derivative of the measured quantity at \(t = 0\).

```lean
omit [DecidableEq n] in
/-- The derivative of `tr(A P)` as the initial matrix is displaced along `V`, where `P` is
the purified matrix, is `tr(A L(V))` with `L` the propagated response. -/
theorem hasDerivAt_expectation (l : List Step) (X A V : Matrix n n 𝕜) :
    HasDerivAt (fun t : ℝ => trace (A * purify l (X + t • V)))
      (trace (A * response l X V)) 0 := by
  have h := hasDerivAt_purify l (fun t : ℝ => X + t • V) V 0 (by
    intro i j
    simp only [Matrix.add_apply, Matrix.smul_apply]
    exact (((hasDerivAt_id (0 : ℝ)).smul_const (V i j)).const_add (X i j)).congr_deriv
      (one_smul _ _))
  simp only [zero_smul, add_zero] at h
  simp only [Matrix.trace, Matrix.diag_apply, Matrix.mul_apply]
  exact HasDerivAt.fun_sum fun i _ => HasDerivAt.fun_sum fun k _ =>
    (h k i).const_mul (A i k)
```

The duality then becomes a statement about actual rates of change: there is one number \(\chi\) that is the derivative in both experiments.

```lean
/-- Reciprocity of derivatives: displacing the initial matrix along `V` and measuring `A`,
or displacing it along `A` and measuring `V`, gives the same rate of change. -/
theorem expectation_reciprocity (l : List Step) (X A V : Matrix n n 𝕜) :
    ∃ χ : 𝕜, HasDerivAt (fun t : ℝ => trace (A * purify l (X + t • V))) χ 0 ∧
      HasDerivAt (fun t : ℝ => trace (V * purify l (X + t • A))) χ 0 := by
  refine ⟨trace (A * response l X V), hasDerivAt_expectation l X A V, ?_⟩
  rw [susceptibility_duality l X A V]
  exact hasDerivAt_expectation l X V A
```

This \(\chi\) is a static susceptibility of the finite purification sequence. It involves no frequency dependence and no self-consistent feedback of the density on the Hamiltonian, and convergence of \(P\) to a projector is neither assumed nor shown. Since the branch list is held fixed during differentiation, a perturbation that switches a branch is not described.

## Failure at unrelated matrices

Along one trajectory the iterates commute, and so do the tangent maps. At unrelated matrices the tangent maps need not commute, and the symmetry can then fail. Consider two squaring steps, with the maps evaluated at

\[
X_1 = \begin{pmatrix}1&0\\0&0\end{pmatrix},\qquad
X_2 = \begin{pmatrix}0&1\\1&0\end{pmatrix},
\]

which do not commute; on a true trajectory \(X_2\) would be \(X_1^2 = X_1\). Take

\[
A = \begin{pmatrix}0&1\\0&0\end{pmatrix},\qquad
V = \begin{pmatrix}0&0\\0&1\end{pmatrix}.
\]

Since \(X_1V + VX_1 = 0\), the response to \(V\) vanishes, and measuring it with \(A\) gives \(0\). In the other direction \(X_1A + AX_1 = A\) and \(X_2A + AX_2 = 1\), the identity matrix, so measuring with \(V\) gives \(\operatorname{tr} V = 1\). Each map still moves across the trace by itself, but the reversed order can no longer be undone.

```lean
/-- Duality can fail when two successive response maps are taken at unrelated matrices,
here `diag(1, 0)` followed by the exchange matrix. -/
theorem duality_fails_off_trajectory :
    let X₁ : Matrix (Fin 2) (Fin 2) ℝ := !![1, 0; 0, 0]
    let X₂ : Matrix (Fin 2) (Fin 2) ℝ := !![0, 1; 1, 0]
    let A : Matrix (Fin 2) (Fin 2) ℝ := !![0, 1; 0, 0]
    let V : Matrix (Fin 2) (Fin 2) ℝ := !![0, 0; 0, 1]
    trace (A * Step.square.tangent X₂ (Step.square.tangent X₁ V)) ≠
      trace (V * Step.square.tangent X₂ (Step.square.tangent X₁ A)) := by
  norm_num [Step.tangent, Matrix.trace_fin_two, Matrix.mul_apply, Fin.sum_univ_two,
    Matrix.add_apply]

end SP2Response
```

```lean
#print axioms SP2Response.trace_response
-- 'SP2Response.trace_response' depends on axioms: [propext, Classical.choice, Quot.sound]
#print axioms SP2Response.expectation_reciprocity
-- 'SP2Response.expectation_reciprocity' depends on axioms: [propext, Classical.choice, Quot.sound]
#print axioms SP2Response.duality_fails_off_trajectory
-- 'SP2Response.duality_fails_off_trajectory' depends on axioms: [propext, Classical.choice, Quot.sound]
```
